# With nonnegative weights, optimized-breakup coefficients minimize the k-space error exactly when they solve the normal equations

A simulation in a periodic cell often splits a long-range pair potential into a real-space part of finite range and a Fourier sum cut off at some wave number. On the retained wave vectors the Fourier sum can absorb whatever the real-space part leaves over. Beyond the cutoff nothing absorbs it, and a poor choice of real-space coefficients goes straight into the potential energy. Solving a linear system for these coefficients is not by itself a cure: a stationary point need not be a minimum, and if the system is singular, the fit does not determine all the coefficients. The results below settle both points for a finite set of neglected wave vectors and a finite real basis.

## The fit on the neglected wave vectors

Let $k$ run over the neglected wave vectors and $n$ over the basis functions. The target is the full pair potential, with Fourier components $v_k$. Its real-space part is expanded in the basis functions; function $n$ has Fourier components $c_{nk}$, and each wave vector carries a weight $w_k$. All are real, as is the case for radial functions.

In Lean, `K` and `N` are arbitrary finite types, and `w`, `v` and `c` are arbitrary real arrays. No lattice, cutoff or Fourier transform enters; the physics lies in the numbers supplied.

```lean
import Mathlib

open Matrix

namespace OptimizedBreakup

noncomputable section

variable {K N : Type*} [Fintype K] [Fintype N]
variable (w v : K → ℝ) (c : N → K → ℝ)
```

With coefficients $t_n$, the basis expansion has the component
$$f_k(t)=\sum_n t_n c_{nk}.$$

```lean
/-- The Fourier component at wave vector `k` of the basis expansion with coefficients `t`. -/
def fit (t : N → ℝ) (k : K) : ℝ := ∑ n, t n * c n k
```

The quantity to be made small is the weighted squared error
$$\chi^2(t)=\sum_k w_k\,\bigl(v_k-f_k(t)\bigr)^2 .$$

```lean
/-- The weighted squared error of the expansion on the neglected wave vectors. -/
def chiSq (t : N → ℝ) : ℝ := ∑ k, w k * (v k - fit c t k) ^ 2
```

Setting its derivatives to zero leads to two objects. The first is the Gram matrix of the basis functions,
$$G_{mn}=\sum_k w_k c_{mk}c_{nk}.$$

```lean
/-- The Gram matrix of weighted overlaps between basis functions. -/
def gram : Matrix N N ℝ := Matrix.of fun m n => ∑ k, w k * c m k * c n k
```

The second is the vector of overlaps with the target,
$$b_m=\sum_k w_k c_{mk}v_k ,$$
and the normal equations read $Gt=b$.

```lean
/-- The weighted overlap of basis function `m` with the target. -/
def load (m : N) : ℝ := ∑ k, w k * c m k * v k
```

Optimal means a global minimum: $\chi^2(t)\le\chi^2(s)$ for every real coefficient vector $s$. Stationarity is not built into the definition.

```lean
/-- Coefficients are optimal if no other coefficients give a smaller weighted squared error. -/
def IsOptimal (t : N → ℝ) : Prop := ∀ s, chiSq w v c t ≤ chiSq w v c s
```

## The error along a line in coefficient space

Start at $t$ and move by $a$ along a direction $s$. The expansion is linear in its coefficients, so
$$f_k(t+as)=f_k(t)+a\,f_k(s).$$

```lean
omit [Fintype K] in
/-- The fitted components change linearly along a line in coefficient space. -/
theorem fit_line (t s : N → ℝ) (a : ℝ) (k : K) :
    fit c (t + a • s) k = fit c t k + a * fit c s k := by
  simp only [fit, Pi.add_apply, Pi.smul_apply, smul_eq_mul, Finset.mul_sum]
  rw [← Finset.sum_add_distrib]
  exact Finset.sum_congr rfl fun n _ => by ring
```

Exchanging the order of the two sums shows what $G$ does to a coefficient vector:
$$(Gt)_m=\sum_n\sum_k w_kc_{mk}c_{nk}t_n=\sum_k w_k c_{mk} f_k(t).$$

```lean
/-- The Gram matrix applied to `t` gives the weighted overlaps of the basis functions
with the fitted components. -/
theorem gram_mulVec (t : N → ℝ) (m : N) :
    (gram w c *ᵥ t) m = ∑ k, w k * c m k * fit c t k := by
  simp only [gram, Matrix.mulVec, dotProduct, Matrix.of_apply, fit,
    Finset.sum_mul, Finset.mul_sum]
  rw [Finset.sum_comm]
  exact Finset.sum_congr rfl fun k _ => Finset.sum_congr rfl fun n _ => by ring
```

Subtracting this from $b_m$ gives $b_m-(Gt)_m=\sum_k w_kc_{mk}\,(v_k-f_k(t))$, which is `h` in the proof below. Multiplying by $s_m$ and summing over $m$ turns $c_{mk}$ into $f_k(s)$:
$$\sum_m s_m\bigl(b_m-(Gt)_m\bigr)=\sum_k w_k f_k(s)\bigl(v_k-f_k(t)\bigr).$$
The defect of the normal equations therefore measures how far the residual is from being orthogonal to the basis.

```lean
/-- The defect of the normal equations, contracted with a direction `s`, is the weighted
overlap of the residual with the fitted components of `s`. -/
theorem defect_pairing (t s : N → ℝ) :
    ∑ m, s m * (load w v c m - (gram w c *ᵥ t) m)
      = ∑ k, w k * fit c s k * (v k - fit c t k) := by
  have h : ∀ m, load w v c m - (gram w c *ᵥ t) m
      = ∑ k, w k * c m k * (v k - fit c t k) := by
    intro m
    rw [gram_mulVec, load, ← Finset.sum_sub_distrib]
    exact Finset.sum_congr rfl fun k _ => by ring
  simp only [h, Finset.mul_sum]
  rw [Finset.sum_comm]
  refine Finset.sum_congr rfl fun k _ => ?_
  have hs : fit c s k = ∑ m, s m * c m k := rfl
  rw [hs, Finset.mul_sum, Finset.sum_mul]
  exact Finset.sum_congr rfl fun m _ => by ring
```

Now expand the square in $\chi^2(t+as)=\sum_k w_k\,(v_k-f_k(t)-a f_k(s))^2$. The cross term is the overlap just found, so
$$\chi^2(t+as)=\chi^2(t)-2a\sum_m s_m\bigl(b_m-(Gt)_m\bigr)+a^2\sum_k w_k f_k(s)^2 .$$
This identity is exact and holds for weights of either sign.

```lean
/-- Along a line in coefficient space the error is a polynomial of degree at most two, whose linear
term is set by the defect of the normal equations. -/
theorem chiSq_line (t s : N → ℝ) (a : ℝ) :
    chiSq w v c (t + a • s) = chiSq w v c t
      - 2 * a * ∑ m, s m * (load w v c m - (gram w c *ᵥ t) m)
      + a ^ 2 * ∑ k, w k * fit c s k ^ 2 := by
  rw [defect_pairing]
  simp only [chiSq, fit_line, Finset.mul_sum]
  rw [← Finset.sum_sub_distrib, ← Finset.sum_add_distrib]
  exact Finset.sum_congr rfl fun k _ => by ring
```

## Minimum and normal equations

From here on let $w_k\ge 0$, the hypothesis `hw`. It says that a misfit at any wave vector never lowers the error, and it makes the quadratic term nonnegative (`hQ`). With a single component, $c=1$ and $w=-1$, the normal equations would instead pick out the maximum of $-(v-t)^2$.

Suppose $t$ is optimal. Step along the defect itself, $g=b-Gt$, and write $A=\sum_m g_m^2$ and $Q=\sum_k w_kf_k(g)^2\ge0$. Optimality gives
$$2aA\le a^2Q\qquad\text{for all real }a.$$
Choose $a=e=A/(Q+1)$, where the added 1 takes care of $Q=0$. Since $A=e(Q+1)$, the inequality becomes $2e^2(Q+1)\le e^2Q$, that is, $e^2(Q+2)\le0$. Hence $e=0$ and $A=0$. A sum of squares vanishes only if each term does, so $g=0$ and $Gt=b$.

Conversely, suppose $Gt=b$, and let $s$ be any competitor. Apply the line formula with direction $s-t$ and $a=1$. The linear term is zero, and
$$\chi^2(s)=\chi^2(t)+\sum_k w_kf_k(s-t)^2\ge\chi^2(t).$$

The two bullets of the Lean proof are these two arguments, in this order.

```lean
/-- For nonnegative weights, coefficients minimize the weighted squared error if and only if
they solve the normal equations. -/
theorem isOptimal_iff_normal_equations (hw : ∀ k, 0 ≤ w k) (t : N → ℝ) :
    IsOptimal w v c t ↔ gram w c *ᵥ t = load w v c := by
  have hQ : ∀ s : N → ℝ, 0 ≤ ∑ k, w k * fit c s k ^ 2 := fun s =>
    Finset.sum_nonneg fun k _ => mul_nonneg (hw k) (sq_nonneg _)
  constructor
  · intro ht
    -- step along the defect g of the normal equations
    let g : N → ℝ := fun m => load w v c m - (gram w c *ᵥ t) m
    let A : ℝ := ∑ m, g m * g m
    let Q : ℝ := ∑ k, w k * fit c g k ^ 2
    have hq : 0 ≤ Q := hQ g
    have hstep : ∀ a : ℝ, 2 * a * A ≤ a ^ 2 * Q := by
      intro a
      have h1 := ht (t + a • g)
      have h2 : chiSq w v c (t + a • g) = chiSq w v c t - 2 * a * A + a ^ 2 * Q :=
        chiSq_line w v c t g a
      linarith
    have hA : A = 0 := by
      obtain ⟨e, he⟩ : ∃ e : ℝ, A = e * (Q + 1) :=
        ⟨A / (Q + 1), by field_simp⟩
      have h1 := hstep e
      rw [he] at h1
      have h2 : 0 ≤ e ^ 2 * Q := mul_nonneg (sq_nonneg e) hq
      have h3 : e ^ 2 = 0 := le_antisymm (by nlinarith) (sq_nonneg e)
      have h4 : e = 0 := (pow_eq_zero_iff two_ne_zero).1 h3
      rw [he, h4, zero_mul]
    funext m
    have hm : g m * g m = 0 :=
      (Finset.sum_eq_zero_iff_of_nonneg fun i _ => mul_self_nonneg (g i)).1 hA m
        (Finset.mem_univ m)
    have hg : load w v c m - (gram w c *ᵥ t) m = 0 := mul_self_eq_zero.1 hm
    linarith
  · intro ht s
    -- the linear term vanishes and the quadratic term is nonnegative
    have h := chiSq_line w v c t (s - t) 1
    have hz : ∑ m, (s - t) m * (load w v c m - (gram w c *ᵥ t) m) = 0 :=
      Finset.sum_eq_zero fun m _ => by rw [ht, sub_self, mul_zero]
    rw [one_smul, add_sub_cancel, hz] at h
    have hq := hQ (s - t)
    linarith
```

## When the coefficients are unique

If $G$ is invertible, multiplying $Gt=b$ by $G^{-1}$ gives $t=G^{-1}b$, and inserting this vector back into the normal equations confirms that it solves them. Lean expresses invertibility as `IsUnit (gram w c).det`, which for a real matrix means a nonzero determinant.

```lean
/-- For nonnegative weights and an invertible Gram matrix, the optimal coefficients are exactly the
inverse Gram matrix applied to the overlaps with the target. -/
theorem isOptimal_iff_eq_inv [DecidableEq N] (hw : ∀ k, 0 ≤ w k)
    (hG : IsUnit (gram w c).det) (t : N → ℝ) :
    IsOptimal w v c t ↔ t = (gram w c)⁻¹ *ᵥ load w v c := by
  rw [isOptimal_iff_normal_equations w v c hw]
  constructor
  · intro h
    rw [← h, Matrix.mulVec_mulVec, Matrix.nonsing_inv_mul _ hG, Matrix.one_mulVec]
  · rintro rfl
    rw [Matrix.mulVec_mulVec, Matrix.mul_nonsing_inv _ hG, Matrix.one_mulVec]
```

This formula supplies existence and uniqueness together. For the converse, suppose that $t$ is the only optimum but $\det G=0$. Then some $s\neq0$ has $Gs=0$, so $G(t+s)=b$ and $t+s$ is a second optimum, a contradiction. In the statement, `∃!` reads "there is exactly one".

For singular $G$ the theorem rules out a unique optimum; that some optimum still exists is a familiar property of least squares, which the file leaves unproved.

```lean
/-- For nonnegative weights, there is exactly one optimal set of coefficients if and only if the
Gram matrix is invertible. -/
theorem existsUnique_isOptimal_iff [DecidableEq N] (hw : ∀ k, 0 ≤ w k) :
    (∃! t, IsOptimal w v c t) ↔ IsUnit (gram w c).det := by
  constructor
  · rintro ⟨t, ht, hu⟩
    rw [isUnit_iff_ne_zero]
    intro hdet
    -- a null vector of the Gram matrix would give a second optimum
    obtain ⟨s, hs, h0⟩ := Matrix.exists_mulVec_eq_zero_iff.mpr hdet
    have hts : IsOptimal w v c (t + s) := by
      rw [isOptimal_iff_normal_equations w v c hw, Matrix.mulVec_add, h0, add_zero]
      exact (isOptimal_iff_normal_equations w v c hw t).1 ht
    have heq : t + s = t := hu (t + s) hts
    exact hs (by simpa using heq)
  · intro hG
    exact ⟨(gram w c)⁻¹ *ᵥ load w v c, (isOptimal_iff_eq_inv w v c hw hG _).2 rfl,
      fun t ht => (isOptimal_iff_eq_inv w v c hw hG t).1 ht⟩
```

What singularity means for the basis is clearest when every weight is strictly positive. If $f_k(s)=0$ for all $k$, then $Gs=0$. In the other direction, if $Gs=0$, contracting with $s$ gives
$$0=\sum_m s_m(Gs)_m=\sum_k w_kf_k(s)^2 ,$$
and positive weights force $f_k(s)=0$ for every $k$. So $G$ is invertible exactly when no nonzero combination of basis functions vanishes on all neglected wave vectors. Functions that are independent in real space can still fail this test if too few wave vectors are included.

The proof gets the displayed sum from `defect_pairing` by setting the target to zero and using $s$ for both coefficient vectors.

```lean
/-- For positive weights, the Gram matrix is invertible if and only if no nonzero combination
of basis functions vanishes on all neglected wave vectors. -/
theorem gram_invertible_iff [DecidableEq N] (hw : ∀ k, 0 < w k) :
    IsUnit (gram w c).det ↔ ∀ s : N → ℝ, (∀ k, fit c s k = 0) → s = 0 := by
  rw [isUnit_iff_ne_zero, Ne, ← Matrix.exists_mulVec_eq_zero_iff]
  constructor
  · intro h s hs
    by_contra hne
    exact h ⟨s, hne, funext fun m => by simp [gram_mulVec, hs]⟩
  · rintro h ⟨s, hne, h0⟩
    refine hne (h s fun k => ?_)
    -- a null vector has zero weighted norm on the neglected wave vectors
    have hp := defect_pairing w 0 c s s
    have hl : ∀ m, load w 0 c m = 0 := fun m => by simp [load]
    simp only [hl, h0, Pi.zero_apply, sub_zero, mul_zero, Finset.sum_const_zero,
      zero_sub] at hp
    have hq : ∑ k, w k * fit c s k ^ 2 = 0 := by
      rw [← neg_eq_zero, ← Finset.sum_neg_distrib]
      refine Eq.trans ?_ hp.symm
      exact Finset.sum_congr rfl fun k _ => by ring
    have hk := (Finset.sum_eq_zero_iff_of_nonneg fun i _ =>
      mul_nonneg (hw i).le (sq_nonneg (fit c s i))).1 hq k (Finset.mem_univ k)
    exact (pow_eq_zero_iff two_ne_zero).1 ((mul_eq_zero.1 hk).resolve_left (hw k).ne')

end

end OptimizedBreakup
```

```lean
#print axioms OptimizedBreakup.isOptimal_iff_normal_equations
#print axioms OptimizedBreakup.existsUnique_isOptimal_iff
#print axioms OptimizedBreakup.gram_invertible_iff
```

```
'OptimizedBreakup.isOptimal_iff_normal_equations' depends on axioms: [propext, Classical.choice, Quot.sound]
'OptimizedBreakup.existsUnique_isOptimal_iff' depends on axioms: [propext, Classical.choice, Quot.sound]
'OptimizedBreakup.gram_invertible_iff' depends on axioms: [propext, Classical.choice, Quot.sound]
```

## Three wave vectors and two basis functions

Take weights $w=(1,2,1)$, target $v=(5,0,0)$, and basis components $c_1=(1,1,0)$ and $c_2=(0,1,1)$. Then
$$G=\begin{pmatrix}3&2\\2&3\end{pmatrix},\qquad b=\begin{pmatrix}5\\0\end{pmatrix},\qquad t=G^{-1}b=\begin{pmatrix}3\\-2\end{pmatrix}.$$
The fitted components are $(3,1,-2)$ and the residual is $(2,-1,2)$. Its weighted overlaps with the basis functions are $2-2=0$ and $-2+2=0$, as the normal equations demand. The error is $4+2+4=10$, compared with $25$ for $t=0$.

If the weights are changed to $(0,2,0)$, every entry of $G$ becomes $2$ and $b=0$. All coefficients with $t_1+t_2=0$ are then optimal, although $c_1$ and $c_2$ are still independent. So the last theorem would be false if its weights were only assumed nonnegative.

## The linear solve in a simulation code

For radial functions the components depend only on $|k|$, so a code can keep one entry per shell of equal length and use the number of wave vectors in the shell as its weight. It sums up to a large but finite wave number, assembles $G$ and $b$, and solves the linear system. If the cell stays fixed during the run, this can be done once, before sampling starts. Coefficients fixed in advance, for instance to impose the right behaviour at the origin, are handled by subtracting their contribution from $v_k$ and fitting the rest.

A large, flexible basis can make $G$ nearly singular. The optimum is then still unique in exact arithmetic, but rounding errors can change the coefficients strongly, and a solver based on a singular value decomposition is a sensible choice. How large the error in the potential remains at the optimum depends on the basis and the cutoff; the value of $\chi^2$ at the solution is one measure of it.
